# A conjugate-gradient energy-error bound from residual and search direction

Two uncoupled springs of stiffness 1 and 3 are each pulled by a unit force. Equilibrium solves \(Ax=b\) with \(A=\mathrm{diag}(1,3)\), \(b=(1,1)\), so \(x_*=(1,\tfrac13)\). One conjugate-gradient step from \(x_0=0\) gives

\[
x_1=(\tfrac12,\tfrac12),\quad r_1=(\tfrac12,-\tfrac12),\quad p_1=(\tfrac34,-\tfrac14),
\]

where \(r_1\) is the residual force and \(p_1\) the next search direction. With \(e_1=x_*-x_1\), the squared energy norm \(\langle e_1,Ae_1\rangle\) is \(\tfrac13\), twice the amount by which the total potential energy, springs plus load, exceeds its minimum. The squared residual divided by the softest stiffness gives the upper bound \(\tfrac12\). Because \(p_1\) is longer than \(r_1\), the bound can be lowered to \(\tfrac25\). The parts below derive this improvement for any number of coupled springs.

## The iteration and its Lean form

`E` is a real inner product space and `A` a linear operator on it. A `State` holds iterate, residual and direction.

```lean
import Mathlib

open scoped InnerProductSpace

namespace ConjugateGradientErrorBound

noncomputable section

variable {E : Type*} [NormedAddCommGroup E] [InnerProductSpace ℝ E]

/-- The data carried by conjugate gradients: iterate `x`, residual `r`, search direction `p`. -/
structure State (E : Type*) where
  x : E
  r : E
  p : E
```

Write \(e=x_*-x\), with \(x_*\) called `xs` in Lean, and mark updated quantities by a prime. One step is

\[
\alpha=\frac{\|r\|^2}{\langle p,Ap\rangle},\quad x'=x+\alpha p,\quad r'=r-\alpha Ap,\quad \beta=\frac{\|r'\|^2}{\|r\|^2},\quad p'=r'+\beta p .
\]

The textbook \(\alpha\) and \(\beta\) are `stepLength` and `momentum`.

```lean
/-- The step length `‖r‖² / ⟨p, A p⟩`, meant for `⟨p, A p⟩ ≠ 0`. -/
def stepLength (A : E →ₗ[ℝ] E) (s : State E) : ℝ :=
  ‖s.r‖ ^ 2 / ⟪s.p, A s.p⟫_ℝ

/-- The updated residual `r - a A p`, with `a` the step length, meant for `⟨p, A p⟩ ≠ 0`. -/
def nextResidual (A : E →ₗ[ℝ] E) (s : State E) : E :=
  s.r - stepLength A s • A s.p

/-- The ratio of the new to the old squared residual norm,
meant for `r ≠ 0` and `⟨p, A p⟩ ≠ 0`. -/
def momentum (A : E →ₗ[ℝ] E) (s : State E) : ℝ :=
  ‖nextResidual A s‖ ^ 2 / ‖s.r‖ ^ 2

/-- One step of standard conjugate gradients, meant for `r ≠ 0` and `⟨p, A p⟩ ≠ 0`. -/
def step (A : E →ₗ[ℝ] E) (s : State E) : State E :=
  ⟨s.x + stepLength A s • s.p, nextResidual A s, nextResidual A s + momentum A s • s.p⟩
```

`cg A b x₀ k` is the state after \(k\) steps, starting from \(p_0=r_0=b-Ax_0\).

```lean
/-- Conjugate gradients for `A x = b` started at `x₀`, with the first residual as first
direction; meant for use as long as the residuals and the curvatures `⟨p, A p⟩` are nonzero. -/
def cg (A : E →ₗ[ℝ] E) (b x₀ : E) : ℕ → State E
  | 0 => ⟨x₀, b - A x₀, b - A x₀⟩
  | k + 1 => step A (cg A b x₀ k)
```

The hypothesis `hA` says that \(A\) is symmetric, `hb` that \(Ax_*=b\), and `heig` that every eigenvalue is at least \(\mu\) (`mu`). Physically, \(\mu>0\) is a known lower bound on the stiffness of the softest mode. Parts (d) to (h) assume positive definiteness, `hpos`, in place of a bound \(\mu\); (i) and (j) derive it from \(\mu\) in finite dimension. The hypothesis `hr` keeps the required residuals nonzero.

## (a) From eigenvalues to a quadratic form

Show that for symmetric \(A\) in finite dimension

\[\mu\|v\|^2\le\langle v,Av\rangle .\]

In an orthonormal eigenbasis \(u_i\) with eigenvalues \(\lambda_i\), put \(c_i=\langle u_i,v\rangle\). Then \(\langle v,Av\rangle=\sum_i\lambda_ic_i^2\ge\mu\sum_ic_i^2=\mu\|v\|^2\). The two expansions are `h1` and `h2`.

```lean
variable {A : E →ₗ[ℝ] E} {b x₀ xs : E} {mu : ℝ}

/-- If every eigenvalue of a symmetric operator on a finite-dimensional space is at least `mu`, then
`mu ‖v‖² ≤ ⟨v, A v⟩` for every vector `v`. -/
theorem rayleigh_lower_bound [FiniteDimensional ℝ E] (hA : A.IsSymmetric)
    (heig : ∀ l : ℝ, Module.End.HasEigenvalue A l → mu ≤ l) (v : E) :
    mu * ‖v‖ ^ 2 ≤ ⟪v, A v⟫_ℝ := by
  have hn : Module.finrank ℝ E = Module.finrank ℝ E := rfl
  let u := hA.eigenvectorBasis hn
  -- expand both quadratic forms in an orthonormal eigenbasis
  have h1 : ⟪v, A v⟫_ℝ = ∑ i, hA.eigenvalues hn i * ⟪u i, v⟫_ℝ ^ 2 := by
    rw [← u.sum_inner_mul_inner v (A v)]
    refine Finset.sum_congr rfl fun i _ => ?_
    have hi : A (u i) = hA.eigenvalues hn i • u i := hA.apply_eigenvectorBasis hn i
    rw [← hA (u i) v, hi, real_inner_smul_left, real_inner_comm (u i) v]
    ring
  have h2 : ‖v‖ ^ 2 = ∑ i, ⟪u i, v⟫_ℝ ^ 2 := by
    rw [← real_inner_self_eq_norm_sq, ← u.sum_inner_mul_inner v v]
    refine Finset.sum_congr rfl fun i _ => ?_
    rw [real_inner_comm (u i) v]
    ring
  rw [h1, h2, Finset.mul_sum]
  exact Finset.sum_le_sum fun i _ => mul_le_mul_of_nonneg_right
    (heig _ (hA.hasEigenvalue_eigenvalues hn i)) (sq_nonneg _)
```

## (b) Equality in the quadratic bound

Suppose the bound in (a) holds for all vectors, with equality at \(e\). Show for every \(v\)

\[\langle v,Ae\rangle=\mu\langle v,e\rangle .\]

Let \(B\) be left side minus right side and \(Q=\langle v,Av\rangle-\mu\|v\|^2\ge0\). The bound at \(se+tv\) reads \(0\le2stB+t^2Q\), which is `key`. Choosing \(s=Q+1\), \(t=-B\) gives \(0\le-(Q+2)B^2\), so \(B=0\).

```lean
/-- If a symmetric `A` obeys `mu ‖w‖² ≤ ⟨w, A w⟩` for all `w`, with equality at `e`, then
`⟨v, A e⟩ = mu ⟨v, e⟩` for every `v`. -/
theorem rayleigh_equality (hA : A.IsSymmetric)
    (hmin : ∀ w, mu * ‖w‖ ^ 2 ≤ ⟪w, A w⟫_ℝ) {e : E}
    (he : ⟪e, A e⟫_ℝ = mu * ‖e‖ ^ 2) (v : E) : ⟪v, A e⟫_ℝ = mu * ⟪v, e⟫_ℝ := by
  have hsym : ⟪e, A v⟫_ℝ = ⟪v, A e⟫_ℝ := by rw [← hA e v, real_inner_comm]
  have hcomm : ⟪e, v⟫_ℝ = ⟪v, e⟫_ℝ := real_inner_comm _ _
  rw [← real_inner_self_eq_norm_sq] at he
  -- the shifted quadratic form is nonnegative on the plane of e and v
  have key : ∀ s t : ℝ, 0 ≤ 2 * s * t * (⟪v, A e⟫_ℝ - mu * ⟪v, e⟫_ℝ)
      + t ^ 2 * (⟪v, A v⟫_ℝ - mu * ⟪v, v⟫_ℝ) := by
    intro s t
    have h1 := hmin (s • e + t • v)
    rw [← real_inner_self_eq_norm_sq] at h1
    simp only [map_add, map_smul, inner_add_left, inner_add_right,
      real_inner_smul_left, real_inner_smul_right] at h1
    rw [hsym, hcomm] at h1
    linear_combination h1 + s ^ 2 * he
  have hQ : 0 ≤ ⟪v, A v⟫_ℝ - mu * ⟪v, v⟫_ℝ := by
    have := hmin v
    rw [← real_inner_self_eq_norm_sq] at this
    linarith
  generalize ⟪v, A v⟫_ℝ - mu * ⟪v, v⟫_ℝ = Q at key hQ
  have hB : (⟪v, A e⟫_ℝ - mu * ⟪v, e⟫_ℝ) ^ 2 ≤ 0 := by
    nlinarith [key (Q + 1) (-(⟪v, A e⟫_ℝ - mu * ⟪v, e⟫_ℝ)),
      mul_nonneg (sq_nonneg (⟪v, A e⟫_ℝ - mu * ⟪v, e⟫_ℝ)) hQ]
  exact sub_eq_zero.mp (pow_eq_zero_iff two_ne_zero |>.mp (le_antisymm hB (sq_nonneg _)))
```

## (c) The residual as a force on the error

Show that the updated residual satisfies

\[r_k=Ae_k .\]

Initially \(b-Ax_0=A(x_*-x_0)\). Inductively, \(r'=Ae-\alpha Ap=A(e-\alpha p)=Ae'\).

```lean
/-- The recursively updated residual is `A` applied to the error, where `A xs = b`. -/
theorem residual_eq (hb : A xs = b) (k : ℕ) :
    (cg A b x₀ k).r = A (xs - (cg A b x₀ k).x) := by
  induction k with
  | zero =>
    change b - A x₀ = A (xs - x₀)
    rw [map_sub, hb]
  | succ k ih =>
    change (cg A b x₀ k).r - stepLength A (cg A b x₀ k) • A (cg A b x₀ k).p
      = A (xs - ((cg A b x₀ k).x + stepLength A (cg A b x₀ k) • (cg A b x₀ k).p))
    rw [ih]
    simp only [map_sub, map_add, map_smul]
    abel
```

## (d) Orthogonality after a step

Given \(r\ne0\) and \(\langle r,p\rangle=\|r\|^2\), show

\[\langle r',p\rangle=0,\qquad \|p'\|^2=\|r'\|^2+\beta^2\|p\|^2 .\]

The assumption forces \(p\ne0\), so \(\langle p,Ap\rangle>0\). Then \(\langle r',p\rangle=\|r\|^2-\alpha\langle p,Ap\rangle=0\), and the cross term in \(\|r'+\beta p\|^2\) vanishes.

```lean
/-- For positive definite `A`, nonzero `r` and `⟨r, p⟩ = ‖r‖²`, the new residual is orthogonal
to the old direction, and the squared norm of the new direction splits accordingly. -/
theorem step_orthogonal (hpos : ∀ v, v ≠ 0 → 0 < ⟪v, A v⟫_ℝ) (s : State E)
    (hr : s.r ≠ 0) (hs : ⟪s.r, s.p⟫_ℝ = ‖s.r‖ ^ 2) :
    ⟪(step A s).r, s.p⟫_ℝ = 0 ∧
      ‖(step A s).p‖ ^ 2 = ‖(step A s).r‖ ^ 2 + momentum A s ^ 2 * ‖s.p‖ ^ 2 := by
  have hp : s.p ≠ 0 := by
    intro h
    rw [h, inner_zero_right] at hs
    exact hr (by simpa using hs.symm)
  have ha : stepLength A s * ⟪s.p, A s.p⟫_ℝ = ‖s.r‖ ^ 2 :=
    div_mul_cancel₀ _ (hpos _ hp).ne'
  have h0 : ⟪(step A s).r, s.p⟫_ℝ = 0 := by
    change ⟪s.r - stepLength A s • A s.p, s.p⟫_ℝ = 0
    rw [inner_sub_left, real_inner_smul_left, real_inner_comm s.p (A s.p), hs, ha, sub_self]
  refine ⟨h0, ?_⟩
  change ‖(step A s).r + momentum A s • s.p‖ ^ 2 = _
  rw [norm_add_sq_real, real_inner_smul_right, h0, norm_smul, mul_pow, Real.norm_eq_abs, sq_abs]
  ring
```

## (e) Overlap of residual and direction

Show that, if the earlier residuals are nonzero,

\[\langle r_k,p_k\rangle=\|r_k\|^2 .\]

This holds at \(k=0\) because \(p_0=r_0\). By (d), \(\langle r',r'+\beta p\rangle=\|r'\|^2\), which completes the induction.

```lean
/-- For positive definite `A` and nonzero earlier residuals, `⟨r_k, p_k⟩ = ‖r_k‖²`. -/
theorem inner_residual_direction (hpos : ∀ v, v ≠ 0 → 0 < ⟪v, A v⟫_ℝ) (k : ℕ)
    (hr : ∀ j < k, (cg A b x₀ j).r ≠ 0) :
    ⟪(cg A b x₀ k).r, (cg A b x₀ k).p⟫_ℝ = ‖(cg A b x₀ k).r‖ ^ 2 := by
  induction k with
  | zero => exact real_inner_self_eq_norm_sq _
  | succ k ih =>
    have h := (step_orthogonal hpos _ (hr k (by omega)) (ih fun j hj => hr j (by omega))).1
    change ⟪(step A (cg A b x₀ k)).r, (step A (cg A b x₀ k)).r
      + momentum A (cg A b x₀ k) • (cg A b x₀ k).p⟫_ℝ = ‖(step A (cg A b x₀ k)).r‖ ^ 2
    rw [inner_add_right, real_inner_smul_right, h, real_inner_self_eq_norm_sq]
    ring
```

## (f) Updating the error against the old direction

Assume \(r=Ae\ne0\), \(\langle r,p\rangle=\|r\|^2\) and \(\|r\|^2\langle e,p\rangle=\|p\|^2\langle e,r\rangle\). Show

\[\|r\|^2\langle e',p\rangle=\|p\|^2\langle e',r'\rangle .\]

Symmetry gives \(\langle e,Ap\rangle=\langle r,p\rangle=\|r\|^2\). With \(e'=e-\alpha p\) and \(\langle p,r'\rangle=0\),

\[
\langle e',p\rangle=\langle e,p\rangle-\alpha\|p\|^2,\qquad
\langle e',r'\rangle=\langle e,r\rangle-\alpha\|r\|^2 .
\]

Multiply by \(\|r\|^2\) and \(\|p\|^2\) respectively: the subtracted terms agree, and the rest is the assumption. The closing `linear_combination hid` does this.

```lean
/-- Let `A` be symmetric positive definite, `r = A e ≠ 0` and `⟨r, p⟩ = ‖r‖²`. If
`‖r‖² ⟨e, p⟩ = ‖p‖² ⟨e, r⟩`, this relation survives when the error `e` and the last `r` are
replaced by their updated values while `‖r‖` and `p` are kept. -/
theorem step_error_direction (hA : A.IsSymmetric) (hpos : ∀ v, v ≠ 0 → 0 < ⟪v, A v⟫_ℝ)
    (s : State E) (hr : s.r ≠ 0) (hres : s.r = A (xs - s.x))
    (hs : ⟪s.r, s.p⟫_ℝ = ‖s.r‖ ^ 2)
    (hid : ‖s.r‖ ^ 2 * ⟪xs - s.x, s.p⟫_ℝ = ‖s.p‖ ^ 2 * ⟪xs - s.x, s.r⟫_ℝ) :
    ‖s.r‖ ^ 2 * ⟪xs - (step A s).x, s.p⟫_ℝ
      = ‖s.p‖ ^ 2 * ⟪xs - (step A s).x, (step A s).r⟫_ℝ := by
  have h0 : ⟪s.p, (step A s).r⟫_ℝ = 0 := by
    rw [real_inner_comm]
    exact (step_orthogonal hpos s hr hs).1
  have h1 : ⟪xs - s.x, A s.p⟫_ℝ = ‖s.r‖ ^ 2 := by
    rw [← hA (xs - s.x) s.p, ← hres, hs]
  have h2 : ⟪xs - s.x, (step A s).r⟫_ℝ
      = ⟪xs - s.x, s.r⟫_ℝ - stepLength A s * ‖s.r‖ ^ 2 := by
    change ⟪xs - s.x, s.r - stepLength A s • A s.p⟫_ℝ = _
    rw [inner_sub_right, real_inner_smul_right, h1]
  have h3 : ∀ v, ⟪xs - (step A s).x, v⟫_ℝ
      = ⟪xs - s.x, v⟫_ℝ - stepLength A s * ⟪s.p, v⟫_ℝ := by
    intro v
    have hx : xs - (step A s).x = (xs - s.x) - stepLength A s • s.p :=
      sub_add_eq_sub_sub _ _ _
    rw [hx, inner_sub_left (xs - s.x), real_inner_smul_left]
  rw [h3, h3, h2, h0, real_inner_self_eq_norm_sq]
  linear_combination hid
```

## (g) The identity at every step

Show, again with nonzero earlier residuals,

\[\|r_k\|^2\langle e_k,p_k\rangle=\|p_k\|^2\langle e_k,r_k\rangle .\]

At \(k=0\) both sides coincide. For the step, use \(\beta\|r\|^2=\|r'\|^2\), then (f), then (d):

\[
\begin{aligned}
\|r'\|^2\langle e',p'\rangle
&=\|r'\|^2\langle e',r'\rangle+\beta^2\|r\|^2\langle e',p\rangle\\
&=(\|r'\|^2+\beta^2\|p\|^2)\langle e',r'\rangle
=\|p'\|^2\langle e',r'\rangle .
\end{aligned}
\]

```lean
/-- For symmetric positive definite `A`, `A xs = b` and nonzero earlier residuals, the error
`e_k` satisfies `‖r_k‖² ⟨e_k, p_k⟩ = ‖p_k‖² ⟨e_k, r_k⟩`. -/
theorem error_direction_identity (hA : A.IsSymmetric)
    (hpos : ∀ v, v ≠ 0 → 0 < ⟪v, A v⟫_ℝ) (hb : A xs = b) (k : ℕ)
    (hr : ∀ j < k, (cg A b x₀ j).r ≠ 0) :
    ‖(cg A b x₀ k).r‖ ^ 2 * ⟪xs - (cg A b x₀ k).x, (cg A b x₀ k).p⟫_ℝ
      = ‖(cg A b x₀ k).p‖ ^ 2 * ⟪xs - (cg A b x₀ k).x, (cg A b x₀ k).r⟫_ℝ := by
  induction k with
  | zero => rfl
  | succ k ih =>
    have hk := hr k (by omega)
    have hs := inner_residual_direction hpos k fun j hj => hr j (by omega)
    have h := step_error_direction hA hpos _ hk (residual_eq hb k) hs
      (ih fun j hj => hr j (by omega))
    have hn := (step_orthogonal hpos _ hk hs).2
    have hc : cg A b x₀ (k + 1) = step A (cg A b x₀ k) := rfl
    rw [hc]
    generalize cg A b x₀ k = s at *
    have hm : momentum A s * ‖s.r‖ ^ 2 = ‖(step A s).r‖ ^ 2 :=
      div_mul_cancel₀ _ (pow_ne_zero 2 (norm_ne_zero_iff.mpr hk))
    have hp : ⟪xs - (step A s).x, (step A s).p⟫_ℝ = ⟪xs - (step A s).x, (step A s).r⟫_ℝ
        + momentum A s * ⟪xs - (step A s).x, s.p⟫_ℝ := by
      change ⟪xs - (step A s).x, (step A s).r + momentum A s • s.p⟫_ℝ = _
      rw [inner_add_right, real_inner_smul_right]
    rw [hp, hn]
    linear_combination momentum A s ^ 2 * h
      - momentum A s * ⟪xs - (step A s).x, s.p⟫_ℝ * hm
```

## (h) Cauchy–Schwarz for error and direction

For nonzero \(r_0,\dots,r_k\), show \(p_k\ne0\) and

\[\langle e_k,Ae_k\rangle^2\|p_k\|^2\le\|r_k\|^4\|e_k\|^2 .\]

Part (e) excludes \(p_k=0\). Squaring (g) and using \(r_k=Ae_k\),

\[
\|p_k\|^4\langle e_k,Ae_k\rangle^2=\|r_k\|^4\langle e_k,p_k\rangle^2\le\|r_k\|^4\|e_k\|^2\|p_k\|^2 .
\]

Cancel \(\|p_k\|^2\).

```lean
/-- For symmetric positive definite `A`, `A xs = b` and nonzero `r_0, ..., r_k`, the direction
`p_k` is nonzero and `⟨e_k, A e_k⟩² ‖p_k‖² ≤ ‖r_k‖⁴ ‖e_k‖²`. -/
theorem error_energy_sq_le (hA : A.IsSymmetric) (hpos : ∀ v, v ≠ 0 → 0 < ⟪v, A v⟫_ℝ)
    (hb : A xs = b) (k : ℕ) (hr : ∀ j ≤ k, (cg A b x₀ j).r ≠ 0) :
    (cg A b x₀ k).p ≠ 0 ∧
      ⟪xs - (cg A b x₀ k).x, A (xs - (cg A b x₀ k).x)⟫_ℝ ^ 2 * ‖(cg A b x₀ k).p‖ ^ 2
        ≤ ‖(cg A b x₀ k).r‖ ^ 4 * ‖xs - (cg A b x₀ k).x‖ ^ 2 := by
  have hs := inner_residual_direction hpos k fun j hj => hr j hj.le
  have hid := error_direction_identity hA hpos hb k fun j hj => hr j hj.le
  have hk := hr k le_rfl
  rw [← residual_eq hb k]
  generalize cg A b x₀ k = s at *
  have hp : s.p ≠ 0 := by
    intro h
    rw [h, inner_zero_right] at hs
    exact hk (by simpa using hs.symm)
  refine ⟨hp, ?_⟩
  have hN : 0 < ‖s.p‖ ^ 2 := pow_pos (norm_pos_iff.mpr hp) 2
  -- Cauchy-Schwarz for the error and the search direction
  have hcs := pow_le_pow_left₀ (abs_nonneg _) (abs_real_inner_le_norm (xs - s.x) s.p) 2
  rw [sq_abs, mul_pow] at hcs
  refine le_of_mul_le_mul_right ?_ hN
  calc ⟪xs - s.x, s.r⟫_ℝ ^ 2 * ‖s.p‖ ^ 2 * ‖s.p‖ ^ 2
      = (‖s.p‖ ^ 2 * ⟪xs - s.x, s.r⟫_ℝ) ^ 2 := by ring
    _ = ‖s.r‖ ^ 4 * ⟪xs - s.x, s.p⟫_ℝ ^ 2 := by rw [← hid]; ring
    _ ≤ ‖s.r‖ ^ 4 * (‖xs - s.x‖ ^ 2 * ‖s.p‖ ^ 2) :=
        mul_le_mul_of_nonneg_left hcs (by positivity)
    _ = ‖s.r‖ ^ 4 * ‖xs - s.x‖ ^ 2 * ‖s.p‖ ^ 2 := by ring
```

## (i) The computable bound

With \(\mu>0\) and \(r_0,\dots,r_k\) nonzero, show \(p_k\neq0\) and

\[\langle e_k,Ae_k\rangle\le\frac{\|r_k\|^4}{\mu\|p_k\|^2} .\]

Multiply (h) by \(\mu\) and apply (a) to \(e_k\):

\[
\mu\|p_k\|^2\langle e_k,Ae_k\rangle^2\le\|r_k\|^4\,\mu\|e_k\|^2\le\|r_k\|^4\langle e_k,Ae_k\rangle .
\]

Since \(r_k=Ae_k\ne0\), the energy factor is positive and cancels.

The direction must be the new one. Pairing \(r_1\) with \(p_0=(1,1)\) in the spring example gives \(\tfrac18\), below the true \(\tfrac13\).

```lean
/-- Computable error bound in finite dimension: if `A` is symmetric with all eigenvalues at least
`mu > 0`, `A xs = b` and `r_0, ..., r_k` are nonzero, then `p_k` is nonzero and
`⟨e_k, A e_k⟩ ≤ ‖r_k‖⁴ / (mu ‖p_k‖²)`. -/
theorem error_upper_bound [FiniteDimensional ℝ E] (hA : A.IsSymmetric) (hmu : 0 < mu)
    (heig : ∀ l : ℝ, Module.End.HasEigenvalue A l → mu ≤ l) (hb : A xs = b) (k : ℕ)
    (hr : ∀ j ≤ k, (cg A b x₀ j).r ≠ 0) :
    (cg A b x₀ k).p ≠ 0 ∧
      ⟪xs - (cg A b x₀ k).x, A (xs - (cg A b x₀ k).x)⟫_ℝ
        ≤ ‖(cg A b x₀ k).r‖ ^ 4 / (mu * ‖(cg A b x₀ k).p‖ ^ 2) := by
  have hmin := rayleigh_lower_bound hA heig
  have hpos : ∀ v, v ≠ 0 → 0 < ⟪v, A v⟫_ℝ := fun v hv =>
    lt_of_lt_of_le (mul_pos hmu (pow_pos (norm_pos_iff.mpr hv) 2)) (hmin v)
  obtain ⟨hp, h⟩ := error_energy_sq_le hA hpos hb k hr
  refine ⟨hp, ?_⟩
  have he : xs - (cg A b x₀ k).x ≠ 0 := by
    intro h0
    exact hr k le_rfl (by rw [residual_eq hb k, h0, map_zero])
  have hE := hpos _ he
  have hN : 0 < ‖(cg A b x₀ k).p‖ ^ 2 := pow_pos (norm_pos_iff.mpr hp) 2
  rw [le_div_iff₀ (mul_pos hmu hN)]
  refine le_of_mul_le_mul_right ?_ hE
  have h1 := mul_le_mul_of_nonneg_left h hmu.le
  have h2 := mul_le_mul_of_nonneg_left (hmin (xs - (cg A b x₀ k).x))
    (by positivity : 0 ≤ ‖(cg A b x₀ k).r‖ ^ 4)
  linarith
```

## (j) Strict improvement after the first step

For nonzero \(r_0,\dots,r_{k+1}\), show

\[
\langle e_{k+1},Ae_{k+1}\rangle<\frac{\|r_{k+1}\|^4}{\mu\|p_{k+1}\|^2}<\frac{\|r_{k+1}\|^2}{\mu} .
\]

If (a) were an equality at \(e_{k+1}\), then (b) with \(v=p_k\) would give \(0=\langle p_k,r_{k+1}\rangle=\mu\langle p_k,e_{k+1}\rangle\). The left side of (f) would vanish while its right side, \(\|p_k\|^2\langle e_{k+1},Ae_{k+1}\rangle\), is positive. So (a) is strict (`hlt`), and the argument of (i) becomes strict. The second inequality follows from \(\|p_{k+1}\|^2>\|r_{k+1}\|^2\), by (d) with \(\beta>0\).

```lean
/-- In finite dimension, if `A` is symmetric with all eigenvalues at least `mu > 0`, `A xs = b` and
`r_0, ..., r_(k+1)` are nonzero, then `⟨e_(k+1), A e_(k+1)⟩` is strictly below
`‖r_(k+1)‖⁴ / (mu ‖p_(k+1)‖²)`, which is strictly below the plain residual bound `‖r_(k+1)‖² / mu`.
-/
theorem error_upper_bound_strict [FiniteDimensional ℝ E] (hA : A.IsSymmetric) (hmu : 0 < mu)
    (heig : ∀ l : ℝ, Module.End.HasEigenvalue A l → mu ≤ l) (hb : A xs = b) (k : ℕ)
    (hr : ∀ j ≤ k + 1, (cg A b x₀ j).r ≠ 0) :
    ⟪xs - (cg A b x₀ (k + 1)).x, A (xs - (cg A b x₀ (k + 1)).x)⟫_ℝ
        < ‖(cg A b x₀ (k + 1)).r‖ ^ 4 / (mu * ‖(cg A b x₀ (k + 1)).p‖ ^ 2) ∧
      ‖(cg A b x₀ (k + 1)).r‖ ^ 4 / (mu * ‖(cg A b x₀ (k + 1)).p‖ ^ 2)
        < ‖(cg A b x₀ (k + 1)).r‖ ^ 2 / mu := by
  have hmin := rayleigh_lower_bound hA heig
  have hpos : ∀ v, v ≠ 0 → 0 < ⟪v, A v⟫_ℝ := fun v hv =>
    lt_of_lt_of_le (mul_pos hmu (pow_pos (norm_pos_iff.mpr hv) 2)) (hmin v)
  have hk := hr k (by omega)
  have hk' := hr (k + 1) le_rfl
  have hs := inner_residual_direction hpos k fun j hj => hr j (by omega)
  have hstep := step_error_direction hA hpos _ hk (residual_eq hb k) hs
    (error_direction_identity hA hpos hb k fun j hj => hr j (by omega))
  obtain ⟨horth, hnorm⟩ := step_orthogonal hpos _ hk hs
  have hp := (error_energy_sq_le hA hpos hb k fun j hj => hr j (by omega)).1
  obtain ⟨hp', h⟩ := error_energy_sq_le hA hpos hb (k + 1) hr
  have hres := residual_eq (x₀ := x₀) hb (k + 1)
  have hc : cg A b x₀ (k + 1) = step A (cg A b x₀ k) := rfl
  rw [hc] at hk' hp' h hres ⊢
  generalize cg A b x₀ k = s at *
  have he : xs - (step A s).x ≠ 0 := by
    intro h0
    exact hk' (by rw [hres, h0, map_zero])
  have hE := hpos _ he
  have hR : 0 < ‖(step A s).r‖ ^ 2 := pow_pos (norm_pos_iff.mpr hk') 2
  have hP : 0 < ‖s.p‖ ^ 2 := pow_pos (norm_pos_iff.mpr hp) 2
  have hN : 0 < ‖(step A s).p‖ ^ 2 := pow_pos (norm_pos_iff.mpr hp') 2
  -- equality in the Rayleigh bound would make the error orthogonal to the old direction
  have hlt : mu * ‖xs - (step A s).x‖ ^ 2 < ⟪xs - (step A s).x, A (xs - (step A s).x)⟫_ℝ := by
    refine lt_of_le_of_ne (hmin _) fun heq => ?_
    have h1 := rayleigh_equality hA hmin heq.symm s.p
    rw [← hres, real_inner_comm, horth] at h1
    have h2 : ⟪xs - (step A s).x, s.p⟫_ℝ = 0 := by
      rw [real_inner_comm]
      exact (mul_eq_zero.mp h1.symm).resolve_left hmu.ne'
    rw [h2, mul_zero, hres] at hstep
    exact (mul_pos hP hE).ne hstep
  constructor
  · rw [lt_div_iff₀ (mul_pos hmu hN)]
    refine lt_of_mul_lt_mul_right ?_ hE.le
    have h1 := mul_le_mul_of_nonneg_left h hmu.le
    have h2 := mul_lt_mul_of_pos_left hlt (pow_pos (norm_pos_iff.mpr hk') 4)
    linarith
  · -- the new direction is strictly longer than the new residual
    have hm : 0 < momentum A s := div_pos hR (pow_pos (norm_pos_iff.mpr hk) 2)
    have hgap : 0 < ‖(step A s).p‖ ^ 2 - ‖(step A s).r‖ ^ 2 := by
      rw [hnorm, add_sub_cancel_left]
      exact mul_pos (pow_pos hm 2) hP
    rw [div_lt_div_iff₀ (mul_pos hmu hN) hmu]
    have h1 := mul_pos (mul_pos hmu hR) hgap
    linarith

end

end ConjugateGradientErrorBound
```

```lean
#print axioms ConjugateGradientErrorBound.error_upper_bound
#print axioms ConjugateGradientErrorBound.error_upper_bound_strict
```

```
'ConjugateGradientErrorBound.error_upper_bound' depends on axioms: [propext, Classical.choice, Quot.sound]
'ConjugateGradientErrorBound.error_upper_bound_strict' depends on axioms: [propext, Classical.choice, Quot.sound]
```

## In a structural relaxation

For a finite harmonic model with a positive definite Hessian, half the bound limits the energy remaining above the minimum. A structure that can shift as a whole at no energy cost has zero modes, which must be removed before the theorems apply. Given \(\mu\), a program can keep the scalar \(\|p_k\|^2\), update it by (d) once \(\beta\) is known, and stop when the residual vanishes or half the bound falls below the energy tolerance. This requires no further product with \(A\). The theorems do not supply \(\mu\), and they do not cover rounding, through which the stored residual can drift away from \(Ae_k\).
